# Second- and third-order diamagnetic energies of ground-state hydrogen: −(53/192) B⁴ and (5581/4608) B⁶

To test a weak-field calculation of hydrogen's ground-state energy, subtract −1/2 + B²/4 from the computed values and divide by B⁴. Energies are in hartrees and the uniform field B is in units of ħ/(ea₀²). For a nonrelativistic electron without spin and a fixed nucleus, perturbation theory predicts that the quotient formed with exact energies tends to −53/192 as B → 0. An error δ in a computed energy shifts the quotient by δ/B⁴, so the fields must not be too small for the accuracy of the calculation. The coefficient −53/192 and the next one, that of B⁶, are computed below.

## Hamiltonian, response and averages

```lean
import Mathlib

open Real MeasureTheory Set

namespace HydrogenQuadraticZeeman

noncomputable section
```

This loads Mathlib, Lean's mathematics library, and opens a namespace for the definitions.

```lean
/-- The diamagnetic operator `r² sin² θ`, with `x = cos θ`; a field `B` couples to it with
strength `B² / 8` in atomic units. -/
def diamag (r x : ℝ) : ℝ := r ^ 2 * (1 - x ^ 2)
```

In the symmetric gauge, a uniform field B along z adds (B/2)L_z + (B²/8) r² sin²θ to the Hamiltonian. The linear term vanishes on axially symmetric states. With x = cos θ, `diamag` is W = r²(1 − x²).

```lean
/-- The field-free hydrogen Hamiltonian on axially symmetric wavefunctions of `r` and
`x = cos θ`, in atomic units. -/
def hydrogenH (ψ : ℝ → ℝ → ℝ) (r x : ℝ) : ℝ :=
  -(1 / 2) * (deriv (fun s => s ^ 2 * deriv (fun t => ψ t x) s) r / r ^ 2
    + deriv (fun y => (1 - y ^ 2) * deriv (fun z => ψ r z) y) x / r ^ 2) - ψ r x / r
```

The type `ℝ → ℝ → ℝ` is a real function of r and x. `hydrogenH` is H₀ = −½∇² − 1/r without the azimuthal derivative. Mathlib's `deriv` is the ordinary derivative wherever a function is differentiable, as the functions used below are for r > 0.

```lean
/-- The unnormalised hydrogen ground state `exp (-r)`. -/
def groundState (r _x : ℝ) : ℝ := exp (-r)
```

This is ψ₀ = exp(−r). The normalised state is exp(−r)/√π.

```lean
/-- The isotropic part of the first-order response, up to an additive constant. -/
def a (r : ℝ) : ℝ := -2 * r ^ 3 / 9 - 2 * r ^ 2 / 3
```

The isotropic response is a(r) = −2r³/9 − 2r²/3.

```lean
/-- The radial factor of the quadrupolar part of the first-order response. -/
def b (r : ℝ) : ℝ := 2 * r ^ 3 / 9 + r ^ 2 / 3
```

The quadrupolar factor is b(r) = 2r³/9 + r²/3.

```lean
/-- The response factor `c + a(r) + b(r) P₂(cos θ)`, with a free constant `c`. -/
def response (c r x : ℝ) : ℝ := c + a r + b r * ((3 * x ^ 2 - 1) / 2)
```

With P₂(x) = (3x² − 1)/2, the response is F = c + a + bP₂. The constant c admixes the ground state.

```lean
/-- The first-order state: the response factor times the ground state. -/
def firstOrderState (c r x : ℝ) : ℝ := response c r x * exp (-r)
```

The first-order state is ψ₁ = F exp(−r).

```lean
/-- The average of `h(r, cos θ)` over the normalised ground-state density. -/
def groundAvg (h : ℝ → ℝ → ℝ) : ℝ :=
  2 * ∫ r in Ioi (0 : ℝ), r ^ 2 * exp (-(2 * r)) * ∫ x in (-1 : ℝ)..1, h r x
```

This is the average ⟨h⟩ over the normalised density exp(−2r)/π. Integrating over the azimuth gives 2π, hence the prefactor 2.

```lean
/-- The second-order energy of the diamagnetic operator for a response factor `f`. -/
def secondOrderEnergy (f : ℝ → ℝ → ℝ) : ℝ :=
  groundAvg fun r x => (diamag r x - groundAvg diamag) * f r x
```

This defines E₂ = ⟨(W − ⟨W⟩)f⟩ for any f. It is the perturbative energy when f exp(−r) is a regular, normalisable solution of the first-order equation. Solving that equation for r > 0 alone is not enough, since a solution singular at the origin can give another value. The state ψ₁ above is regular and normalisable: its P₂ part vanishes as r² at the origin, and exp(−r) makes it decay.

```lean
/-- The third-order energy of the diamagnetic operator, written with the first-order response
factor `f` alone. -/
def thirdOrderEnergy (f : ℝ → ℝ → ℝ) : ℝ :=
  groundAvg (fun r x => (diamag r x - groundAvg diamag) * f r x ^ 2)
    - 2 * secondOrderEnergy f * groundAvg f
```

Write E₁ = ⟨W⟩. The next two orders of perturbation theory read

(H₀ + ½)ψ₂ + (W − E₁)ψ₁ = E₂ψ₀
(H₀ + ½)ψ₃ + (W − E₁)ψ₂ = E₂ψ₁ + E₃ψ₀

Here ψ₂ and ψ₃ are the second- and third-order states, and ψ₁ obeys the first-order equation (H₀ + ½)ψ₁ = (E₁ − W)ψ₀. Scale all the states by the factor that normalises ψ₀, and project the second line on ψ₀. The ψ₃ term vanishes because H₀ is symmetric, leaving E₃ = ⟨ψ₀|(W − E₁)ψ₂⟩ − E₂⟨F⟩. By the first-order equation and symmetry, ⟨ψ₀|(W − E₁)ψ₂⟩ = −⟨ψ₁|(H₀ + ½)ψ₂⟩, which the first line above turns into ⟨(W − E₁)F²⟩ − E₂⟨F⟩. Hence

E₃ = ⟨(W − E₁)F²⟩ − 2E₂⟨F⟩

Lean takes this formula, like that for E₂, as a definition.

## Derivatives and moments

```lean
/-- The derivative of a polynomial with the powers needed below. -/
theorem hasDerivAt_poly (f : ℝ → ℝ) (k0 k1 k2 k3 k4 k5 k7 : ℝ)
    (hf : ∀ t, f t = k0 + k1 * t + k2 * t ^ 2 + k3 * t ^ 3 + k4 * t ^ 4 + k5 * t ^ 5
      + k7 * t ^ 7) (x : ℝ) :
    HasDerivAt f (k1 + 2 * k2 * x + 3 * k3 * x ^ 2 + 4 * k4 * x ^ 3 + 5 * k5 * x ^ 4
      + 7 * k7 * x ^ 6) x := by
  have h (n : ℕ) (k : ℝ) : HasDerivAt (fun t : ℝ => k * t ^ n) (k * (n * x ^ (n - 1))) x :=
    (hasDerivAt_pow n x).const_mul k
  rw [funext hf]
  refine (((((((hasDerivAt_const x k0).fun_add ((hasDerivAt_id' x).const_mul k1)).fun_add
    (h 2 k2)).fun_add (h 3 k3)).fun_add (h 4 k4)).fun_add (h 5 k5)).fun_add
    (h 7 k7)).congr_deriv ?_
  push_cast
  ring
```

`HasDerivAt` says that a function is differentiable at a point with the stated derivative. The lemma differentiates a polynomial term by term; `ring` does the final algebra.

```lean
/-- The derivative of `exp (-t)` times a polynomial of degree at most five without a linear term. -/
theorem deriv_poly_exp (f : ℝ → ℝ) (k0 k2 k3 k4 k5 : ℝ)
    (hf : ∀ t, f t = (k0 + k2 * t ^ 2 + k3 * t ^ 3 + k4 * t ^ 4 + k5 * t ^ 5) * exp (-t))
    (s : ℝ) :
    deriv f s = (2 * k2 * s + 3 * k3 * s ^ 2 + 4 * k4 * s ^ 3 + 5 * k5 * s ^ 4
      - (k0 + k2 * s ^ 2 + k3 * s ^ 3 + k4 * s ^ 4 + k5 * s ^ 5)) * exp (-s) := by
  have hp := hasDerivAt_poly
    (fun t => k0 + k2 * t ^ 2 + k3 * t ^ 3 + k4 * t ^ 4 + k5 * t ^ 5)
    k0 0 k2 k3 k4 k5 0 (fun t => by ring) s
  rw [funext hf]
  refine ((hp.fun_mul (hasDerivAt_id' s).fun_neg.exp).congr_deriv ?_).deriv
  ring
```

The product rule gives (p exp(−s))′ = (p′ − p) exp(−s).

```lean
/-- The radial moments of the ground-state density converge and are given by factorials. -/
theorem radial_moment (k : ℝ) (n : ℕ) :
    IntegrableOn (fun r : ℝ => k * (r ^ n * exp (-(2 * r)))) (Ioi 0) ∧
      ∫ r in Ioi (0 : ℝ), k * (r ^ n * exp (-(2 * r))) = k * (n.factorial / 2 ^ (n + 1)) := by
  have hv : ∫ r in Ioi (0 : ℝ), r ^ n * exp (-(2 * r)) = n.factorial / 2 ^ (n + 1) := by
    have h := Real.integral_rpow_mul_exp_neg_mul_Ioi (a := (n : ℝ) + 1) (r := 2)
      (by positivity) (by norm_num)
    have h2 : (1 / 2 : ℝ) ^ ((n : ℝ) + 1) = 1 / 2 ^ (n + 1) := by
      rw [← Nat.cast_succ, Real.rpow_natCast, one_div_pow]
    rw [Real.Gamma_nat_eq_factorial, h2] at h
    simp only [add_sub_cancel_right, Real.rpow_natCast] at h
    rw [h]
    ring
  -- a non-integrable function would have integral zero
  have hi : IntegrableOn (fun r : ℝ => r ^ n * exp (-(2 * r))) (Ioi 0) := by
    by_contra hn
    rw [integral_undef hn] at hv
    have : (0 : ℝ) < n.factorial / 2 ^ (n + 1) := by positivity
    linarith
  exact ⟨hi.const_mul k, by rw [integral_const_mul, hv]⟩
```

The Gamma integral gives

∫₀^∞ rⁿ exp(−2r) dr = n!/2ⁿ⁺¹

Lean assigns a non-integrable function the integral zero, so this positive value also proves convergence.

```lean
/-- The ground-state average of an even polynomial in `cos θ` of degree at most six, with
coefficients depending on `r`, whose angular average is a polynomial in `r` of degree at most eight
without a linear term. -/
theorem groundAvg_of_even (h : ℝ → ℝ → ℝ) (q0 q1 q2 q3 : ℝ → ℝ)
    (k0 k2 k3 k4 k5 k6 k7 k8 : ℝ)
    (hh : ∀ r x, h r x = q0 r + q1 r * x ^ 2 + q2 r * x ^ 4 + q3 r * x ^ 6)
    (hk : ∀ r, q0 r + q1 r / 3 + q2 r / 5 + q3 r / 7 = k0 + k2 * r ^ 2 + k3 * r ^ 3
      + k4 * r ^ 4 + k5 * r ^ 5 + k6 * r ^ 6 + k7 * r ^ 7 + k8 * r ^ 8) :
    groundAvg h = k0 + 3 * k2 + 15 / 2 * k3 + 45 / 2 * k4 + 315 / 4 * k5 + 315 * k6
      + 2835 / 2 * k7 + 14175 / 2 * k8 := by
  -- the angular integral
  have ang (r : ℝ) : ∫ x in (-1 : ℝ)..1, h r x
      = 2 * (q0 r + q1 r / 3 + q2 r / 5 + q3 r / 7) := by
    have hd (x : ℝ) : HasDerivAt
        (fun t => q0 r * t + q1 r / 3 * t ^ 3 + q2 r / 5 * t ^ 5 + q3 r / 7 * t ^ 7)
        (h r x) x :=
      (hasDerivAt_poly _ 0 (q0 r) 0 (q1 r / 3) 0 (q2 r / 5) (q3 r / 7)
        (fun t => by ring) x).congr_deriv (by rw [hh]; ring)
    have hc : Continuous (h r) := by
      rw [funext (hh r)]
      fun_prop
    rw [intervalIntegral.integral_eq_sub_of_hasDerivAt (fun x _ => hd x)
      (hc.intervalIntegrable _ _)]
    ring
  -- the radial integral, term by term
  have add {f g : ℝ → ℝ} {u v : ℝ}
      (hf : IntegrableOn f (Ioi 0) ∧ ∫ r in Ioi (0 : ℝ), f r = u)
      (hg : IntegrableOn g (Ioi 0) ∧ ∫ r in Ioi (0 : ℝ), g r = v) :
      IntegrableOn (fun r => f r + g r) (Ioi 0) ∧
        ∫ r in Ioi (0 : ℝ), (f r + g r) = u + v :=
    ⟨hf.1.add hg.1, by rw [integral_add hf.1 hg.1, hf.2, hg.2]⟩
  have s := add (add (add (add (add (add (add (radial_moment (2 * k0) 2)
    (radial_moment (2 * k2) 4)) (radial_moment (2 * k3) 5)) (radial_moment (2 * k4) 6))
    (radial_moment (2 * k5) 7)) (radial_moment (2 * k6) 8)) (radial_moment (2 * k7) 9))
    (radial_moment (2 * k8) 10)
  unfold groundAvg
  refine (congrArg (fun z => 2 * z) ((congrArg (fun f : ℝ → ℝ => ∫ r in Ioi (0 : ℝ), f r)
    (funext fun r => ?_)).trans s.2)).trans ?_
  · rw [ang, hk]
    ring
  · simp only [Nat.factorial]
    push_cast
    ring
```

Over −1 ≤ x ≤ 1 the averages of x², x⁴ and x⁶ are 1/3, 1/5 and 1/7. What remains is a polynomial in r, averaged with

⟨rⁿ⟩ = (n + 2)!/2ⁿ⁺¹

so ⟨r²⟩ = 3, ⟨r³⟩ = 15/2, ⟨r⁴⟩ = 45/2, ⟨r⁵⟩ = 315/4, ⟨r⁶⟩ = 315, ⟨r⁷⟩ = 2835/2 and ⟨r⁸⟩ = 14175/2. In the proof, `ang` is the angular integral and `s` the sum of the radial ones.

## The equations for ψ₀ and ψ₁

```lean
/-- For `r > 0`, the function `exp (-r)` solves the field-free Schrödinger equation with energy
`-1/2`. -/
theorem ground_state_equation (r x : ℝ) (hr : 0 < r) :
    hydrogenH groundState r x = -(1 / 2) * groundState r x := by
  have h1 (s : ℝ) : deriv (fun t => groundState t x) s = -exp (-s) :=
    (deriv_poly_exp (fun t => groundState t x) 1 0 0 0 0
      (fun t => by simp only [groundState]; ring) s).trans (by ring)
  have h2 := deriv_poly_exp (fun s => s ^ 2 * deriv (fun t => groundState t x) s)
    0 (-1) 0 0 0 (fun s => by rw [h1]; ring) r
  unfold hydrogenH
  rw [h2]
  simp only [groundState, deriv_const, mul_zero]
  field_simp
  ring
```

For r > 0,

∇²exp(−r) = r⁻² d/dr(−r² exp(−r)) = (1 − 2/r) exp(−r)

Hence H₀ψ₀ = [−½ + 1/r − 1/r]ψ₀ = −½ψ₀. `field_simp` clears the denominators.

```lean
/-- The ground-state average of `r² sin² θ` is `2`. -/
theorem groundAvg_diamag : groundAvg diamag = 2 :=
  (groundAvg_of_even diamag (fun r => r ^ 2) (fun r => -r ^ 2) (fun _ => 0) (fun _ => 0)
    0 (2 / 3) 0 0 0 0 0 0 (fun r x => by simp only [diamag]; ring)
    (fun r => by ring)).trans (by norm_num)
```

The angular average of 1 − x² is 2/3, so ⟨W⟩ = (2/3)·3 = 2. The first-order energy is therefore (B²/8)·2 = B²/4.

```lean
/-- The first-order state solves the first-order perturbation equation of the diamagnetic operator
at every `r > 0`, for every value of the free constant. -/
theorem first_order_equation (c r x : ℝ) (hr : 0 < r) :
    hydrogenH (firstOrderState c) r x + 1 / 2 * firstOrderState c r x
      = (groundAvg diamag - diamag r x) * groundState r x := by
  obtain ⟨P, hP⟩ : ∃ P, P = (3 * x ^ 2 - 1) / 2 := ⟨_, rfl⟩
  -- radial derivatives
  have h1 (s : ℝ) : deriv (fun t => firstOrderState c t x) s
      = (-c + 2 * (-2 / 3 + P / 3) * s + (3 * (-2 / 9 + 2 * P / 9) - (-2 / 3 + P / 3)) * s ^ 2
        - (-2 / 9 + 2 * P / 9) * s ^ 3) * exp (-s) :=
    (deriv_poly_exp (fun t => firstOrderState c t x) c (-2 / 3 + P / 3) (-2 / 9 + 2 * P / 9) 0 0
      (fun t => by simp only [firstOrderState, response, a, b, hP]; ring) s).trans (by ring)
  have h2 := deriv_poly_exp (fun s => s ^ 2 * deriv (fun t => firstOrderState c t x) s)
    0 (-c) (2 * (-2 / 3 + P / 3)) (3 * (-2 / 9 + 2 * P / 9) - (-2 / 3 + P / 3))
    (-(-2 / 9 + 2 * P / 9)) (fun s => by rw [h1]; ring) r
  -- angular derivatives
  have h3 (y : ℝ) : deriv (fun z => firstOrderState c r z) y = 3 * b r * exp (-r) * y :=
    (hasDerivAt_poly (fun z => firstOrderState c r z) ((c + a r - b r / 2) * exp (-r)) 0
      (3 / 2 * b r * exp (-r)) 0 0 0 0
      (fun t => by simp only [firstOrderState, response]; ring) y).deriv.trans (by ring)
  have h4 := (hasDerivAt_poly
    (fun y => (1 - y ^ 2) * deriv (fun z => firstOrderState c r z) y)
    0 (3 * b r * exp (-r)) 0 (-(3 * b r * exp (-r))) 0 0 0 (fun t => by rw [h3]; ring) x).deriv
  rw [groundAvg_diamag]
  unfold hydrogenH
  rw [h2, h4]
  simp only [firstOrderState, response, a, b, diamag, groundState, hP]
  field_simp
  ring
```

The claim is (H₀ + ½)ψ₁ = (⟨W⟩ − W)ψ₀ for r > 0. Insert ψ₁ = F exp(−r) and use the ground-state equation:

½∇²F − ∂F/∂r = W − 2

Since W = (2r²/3)(1 − P₂), and the angular part of ∇² multiplies P₂ by −6/r², this separates into

a″/2 + a′/r − a′ = 2r²/3 − 2
b″/2 + b′/r − 3b/r² − b′ = −2r²/3

In the first equation, the three terms on the left are

(−2r/3 − 2/3) + (−2r/3 − 4/3) + (2r²/3 + 4r/3) = 2r²/3 − 2

In the second, the four terms are

(2r/3 + 1/3) + (2r/3 + 2/3) − (2r/3 + 1) − (2r²/3 + 2r/3) = −2r²/3

The constant c drops out. Lean checks the unseparated equation: `h1` and `h2` are the radial derivatives, `h3` and `h4` the angular ones.

## The B⁴ and B⁶ coefficients

```lean
/-- The second-order energy of the diamagnetic operator is `-53/3`, for every value of the free
constant in the response. -/
theorem secondOrderEnergy_response (c : ℝ) : secondOrderEnergy (response c) = -53 / 3 := by
  unfold secondOrderEnergy
  rw [groundAvg_diamag]
  refine (groundAvg_of_even _ (fun r => (r ^ 2 - 2) * (c + a r - b r / 2))
    (fun r => (r ^ 2 - 2) * (3 / 2 * b r) - r ^ 2 * (c + a r - b r / 2))
    (fun r => -r ^ 2 * (3 / 2 * b r)) (fun _ => 0)
    (-2 * c) (2 * c / 3 + 4 / 3) (4 / 9) (-22 / 45) (-8 / 45) 0 0 0
    (fun r x => by simp only [diamag, response]; ring)
    (fun r => by simp only [a, b]; ring)).trans ?_
  ring
```

The angular average of P₂ is 0 and that of P₂² is 1/5. The c term is c⟨W − 2⟩ = 0, leaving

E₂ = (2/3)⟨r²a⟩ − 2⟨a⟩ − (2/15)⟨r²b⟩
= ⟨4r²/3 + 4r³/9 − 22r⁴/45 − 8r⁵/45⟩
= 4 + 10/3 − 11 − 14 = −53/3

The proof supplies these polynomial coefficients to `groundAvg_of_even`.

```lean
/-- Hydrogen's quartic Zeeman term: for `r > 0` the first-order state solves its perturbation
equation, and the resulting second-order energy in the coupling `B² / 8` is `-(53/192) B⁴`. -/
theorem quartic_zeeman (c B : ℝ) :
    (∀ r x, 0 < r → hydrogenH (firstOrderState c) r x + 1 / 2 * firstOrderState c r x
      = (groundAvg diamag - diamag r x) * groundState r x) ∧
    (B ^ 2 / 8) ^ 2 * secondOrderEnergy (response c) = -(53 / 192) * B ^ 4 := by
  refine ⟨fun r x hr => first_order_equation c r x hr, ?_⟩
  rw [secondOrderEnergy_response]
  ring
```

The symbol `∧` means "and": the theorem joins the first-order equation to the energy (B²/8)²·(−53/3) = −(53/192)B⁴, for all real c and B.

```lean
/-- Hydrogen's sextic Zeeman term: the third-order energy in the coupling `B² / 8` is
`(5581/4608) B⁶`. -/
theorem sextic_zeeman (c B : ℝ) :
    (B ^ 2 / 8) ^ 3 * thirdOrderEnergy (response c) = 5581 / 4608 * B ^ 6 := by
  have hF := groundAvg_of_even (response c) (fun r => c + a r - b r / 2)
    (fun r => 3 / 2 * b r) (fun _ => 0) (fun _ => 0) c (-2 / 3) (-2 / 9) 0 0 0 0 0
    (fun r x => by simp only [response]; ring) (fun r => by simp only [a, b]; ring)
  have hQ := groundAvg_of_even (fun r x => (diamag r x - 2) * response c r x ^ 2)
    (fun r => (r ^ 2 - 2) * (c + a r - b r / 2) ^ 2)
    (fun r => (r ^ 2 - 2) * (3 * b r * (c + a r - b r / 2)) - r ^ 2 * (c + a r - b r / 2) ^ 2)
    (fun r => (r ^ 2 - 2) * (3 / 2 * b r) ^ 2 - r ^ 2 * (3 * b r * (c + a r - b r / 2)))
    (fun r => -r ^ 2 * (3 / 2 * b r) ^ 2)
    (-2 * c ^ 2) (2 * c ^ 2 / 3 + 8 * c / 3) (8 * c / 9) (-44 * c / 45 - 14 / 15)
    (-16 * c / 45 - 88 / 135) (26 / 105) (256 / 945) (16 / 315)
    (fun r x => by simp only [diamag, response]; ring) (fun r => by simp only [a, b]; ring)
  unfold thirdOrderEnergy
  rw [secondOrderEnergy_response, groundAvg_diamag, hF, hQ]
  ring

end

end HydrogenQuadraticZeeman
```

```lean
#print axioms HydrogenQuadraticZeeman.ground_state_equation
#print axioms HydrogenQuadraticZeeman.secondOrderEnergy_response
#print axioms HydrogenQuadraticZeeman.quartic_zeeman
#print axioms HydrogenQuadraticZeeman.sextic_zeeman
```

```
'HydrogenQuadraticZeeman.ground_state_equation' depends on axioms: [propext, Classical.choice, Quot.sound]
'HydrogenQuadraticZeeman.secondOrderEnergy_response' depends on axioms: [propext, Classical.choice, Quot.sound]
'HydrogenQuadraticZeeman.quartic_zeeman' depends on axioms: [propext, Classical.choice, Quot.sound]
'HydrogenQuadraticZeeman.sextic_zeeman' depends on axioms: [propext, Classical.choice, Quot.sound]
```

First, ⟨F⟩ = c + ⟨a⟩ = c − 11/3; this is `hF`. In ⟨(W − 2)F²⟩ the c² term vanishes and the linear term is 2cE₂, which cancels against −2E₂c. So set c = 0. As the angular average of P₂³ is 2/35, that of (W − 2)F² is

(2r²/3 − 2)(a² + b²/5) − (2r²/3)(2ab/5 + 2b²/35)
= −14r⁴/15 − 88r⁵/135 + 26r⁶/105 + 256r⁷/945 + 16r⁸/315

Its radial average is −21 − 154/3 + 78 + 384 + 360 = 2249/3. Lean's `hQ` does the same with c kept. Therefore

E₃ = 2249/3 + 2·(53/3)·(−11/3) = 5581/9

and (B²/8)³E₃ = (5581/4608)B⁶.

The theorems evaluate perturbation formulas; they do not address the exact eigenvalue in the field or how well the series approximates it.

## A purely radial statement

The results could also be stated with just the two radial equations and radial integrals for the energies. The file would be shorter, but the step from the full equation and averages to the radial ones would then rest on the accompanying text. Here Lean checks the equation in both variables and evaluates the angular integrals.
